# The centroid of a ring polymer in a harmonic well oscillates at the well frequency, whatever the springs

Before a ring-polymer molecular dynamics program is used on a molecule, it can be run without a thermostat on a harmonic well and its centroid trajectory compared with a sinusoid at the well frequency. The two should agree up to the error of the time step. For the same initial centroid position and velocity, the exact curve does not depend on the number of beads or the spring strength. The comparison rests on an exact solution of the equations of motion.

## From the bead equations to the centroid

Let $P\ge 1$ beads have positions $x_i(t)$ and velocities $v_i(t)$, with $i=0,\dots,P-1$ and indices taken modulo $P$. For a bead pattern $q$, write the second difference around the ring as

$$(Lq)_i = q_{i+1}-2q_i+q_{i-1}.$$

Take a well frequency $w\neq 0$ and a spring strength per unit mass $g$. Ring-polymer molecular dynamics at temperature $T$ uses $g=(Pk_BT/\hbar)^2$, but here $g$ may be any real number. The equations of motion are

$$x_i'=v_i,\qquad v_i'=-w^2x_i+g\,(Lx)_i .$$

The centroid is $c=\frac1P\sum_i x_i$, with velocity $c'=\frac1P\sum_i v_i$. The claim is

$$c(t)=c(0)\cos(wt)+\frac{c'(0)}{w}\sin(wt).$$

**The springs act symmetrically.** For two patterns $u$ and $q$, relabelling the beads by one step gives $\sum_i u_iq_{i+1}=\sum_i u_{i-1}q_i$ and $\sum_i u_iq_{i-1}=\sum_i u_{i+1}q_i$. Hence

$$\sum_i u_i(Lq)_i=\sum_i (u_{i-1}-2u_i+u_{i+1})q_i=\sum_i (Lu)_i\,q_i .$$

**Each mode moves independently.** Suppose $Lu=-\mu u$ for a real number $\mu$, and let $a(t)=\sum_i u_ix_i(t)$. Then

$$a''=-w^2a+g\sum_i u_i(Lx)_i=-w^2a+g\sum_i(Lu)_ix_i=-(w^2+g\mu)\,a .$$

**The oscillator equation has one solution for given initial data.** Let $y'=z$ and $z'=-\Omega^2y$ with $\Omega\ne0$, and define

$$A=\Omega y\cos\Omega t-z\sin\Omega t,\qquad B=\Omega y\sin\Omega t+z\cos\Omega t .$$

Differentiation gives

$$A'=\Omega z\cos\Omega t-\Omega^2y\sin\Omega t+\Omega^2y\sin\Omega t-\Omega z\cos\Omega t=0,$$

$$B'=\Omega z\sin\Omega t+\Omega^2y\cos\Omega t-\Omega^2y\cos\Omega t-\Omega z\sin\Omega t=0.$$

So $A$ and $B$ keep their initial values $\Omega y(0)$ and $z(0)$. Since $A\cos\Omega t+B\sin\Omega t=\Omega y(t)$, division by $\Omega$ yields

$$y(t)=y(0)\cos\Omega t+\frac{z(0)}{\Omega}\sin\Omega t .$$

**The centroid is the uniform mode.** Take $u_i=1/P$. Then $Lu=0$, so $\mu=0$, the term $g\mu$ vanishes and $\Omega=w$. This is the claim. It includes $P=1$, where $L$ is zero, and $P=2$, where the single neighbour is counted twice.

## Other forces between the beads

For the centroid alone, the same sum over beads allows much more general internal forces. Replace $g(Lx)_i$ by any accelerations $f_i$ with $\sum_i f_i=0$, such as those from anharmonic springs between arbitrary pairs of equal-mass beads. Averaging the equations again gives $c''=-w^2c$, and the centroid formula holds for as long as the trajectory exists.

## The chain and its trajectories in Lean

Beads are labelled by `Fin P`, whose addition is cyclic, and `NeZero P` expresses $P\ge1$.

```lean
import Mathlib

open MeasureTheory

namespace RingPolymer

noncomputable section

variable {P : ℕ} [NeZero P]
```

The second difference $L$ is defined on real-valued bead patterns.

```lean
/-- The second difference of the bead coordinates around the ring, with cyclic indices. -/
def ringLaplacian (q : Fin P → ℝ) (i : Fin P) : ℝ :=
  q (i + 1) - 2 * q i + q (i - 1)
```

A trajectory consists of positions and velocities that satisfy the equations of motion at every real time. `HasDerivAt` states both that the derivative exists and what it equals. The beads have equal masses, which have been divided out, and each moves in one dimension.

```lean
/-- Positions `x` and velocities `v` of the beads solve Newton's equations in a harmonic well
of frequency `w`, with neighbouring beads joined by springs of strength `g` (per unit mass). -/
structure IsTrajectory (w g : ℝ) (x v : Fin P → ℝ → ℝ) : Prop where
  velocity : ∀ i t, HasDerivAt (x i) (v i t) t
  newton : ∀ i t, HasDerivAt (v i)
    (-w ^ 2 * x i t + g * ringLaplacian (fun j => x j t) i) t
```

The next definition is the mode amplitude $a(t)$, for a pattern `u` of any length.

```lean
/-- The mode amplitude: the sum of a bead quantity (position or velocity) weighted by the pattern
`u`, which need not be normalised. -/
def modeAmplitude (u : Fin P → ℝ) (x : Fin P → ℝ → ℝ) (t : ℝ) : ℝ :=
  ∑ i, u i * x i t
```

The centroid function averages any bead quantity, so `centroid x` is $c$ and `centroid v` is $c'$.

```lean
/-- The centroid: the average of a bead quantity (position or velocity) over the ring of
`P ≥ 1` beads. -/
def centroid (x : Fin P → ℝ → ℝ) (t : ℝ) : ℝ :=
  (∑ i, x i t) / P
```

## Symmetry, modes and the centroid

The first theorem is the symmetry of the springs. `Equiv.sum_comp` carries out the one-step relabelling in `h1` and `h2`, and `linarith` combines the sums.

```lean
/-- The spring coupling is symmetric: the second difference can be moved from one bead
pattern to the other. -/
theorem ringLaplacian_symmetric (u q : Fin P → ℝ) :
    ∑ i, u i * ringLaplacian q i = ∑ i, ringLaplacian u i * q i := by
  -- relabel the beads by one step around the ring
  have h1 : ∑ i, u i * q (i + 1) = ∑ i, u (i - 1) * q i := by
    simpa only [Equiv.coe_addRight, add_sub_cancel_right] using
      Equiv.sum_comp (Equiv.addRight (1 : Fin P)) (fun i => u (i - 1) * q i)
  have h2 : ∑ i, u (i + 1) * q i = ∑ i, u i * q (i - 1) := by
    simpa only [Equiv.coe_addRight, add_sub_cancel_right] using
      Equiv.sum_comp (Equiv.addRight (1 : Fin P)) (fun i => u i * q (i - 1))
  have h3 : ∑ i, u i * (2 * q i) = ∑ i, 2 * u i * q i :=
    Finset.sum_congr rfl fun i _ => by ring
  simp only [ringLaplacian, mul_add, mul_sub, add_mul, sub_mul,
    Finset.sum_add_distrib, Finset.sum_sub_distrib]
  linarith
```

The oscillator theorem follows the derivation by hand closely. `hA` and `hB` show that $A$ and $B$ have zero derivative, and `is_const_of_deriv_eq_zero` makes them constant. In `key` they are recombined with $\sin^2+\cos^2=1$, and the last lines divide by $\Omega$.

```lean
/-- A solution of the harmonic equation of nonzero frequency `Ω` is fixed by its initial
position and velocity. -/
theorem harmonic_solution {Ω : ℝ} (hΩ : Ω ≠ 0) {y z : ℝ → ℝ}
    (hy : ∀ t, HasDerivAt y (z t) t) (hz : ∀ t, HasDerivAt z (-Ω ^ 2 * y t) t) (t : ℝ) :
    y t = y 0 * Real.cos (Ω * t) + z 0 / Ω * Real.sin (Ω * t) := by
  have hc : ∀ s, HasDerivAt (fun r => Real.cos (Ω * r)) (-Real.sin (Ω * s) * Ω) s :=
    fun s => ((hasDerivAt_id' s).const_mul Ω).cos.congr_deriv (by ring)
  have hs : ∀ s, HasDerivAt (fun r => Real.sin (Ω * r)) (Real.cos (Ω * s) * Ω) s :=
    fun s => ((hasDerivAt_id' s).const_mul Ω).sin.congr_deriv (by ring)
  -- rotating the phase-space point backwards gives two constants of the motion
  have hA : ∀ s, HasDerivAt
      (fun r => Ω * y r * Real.cos (Ω * r) - z r * Real.sin (Ω * r)) 0 s := fun s =>
    ((((hy s).const_mul Ω).fun_mul (hc s)).fun_sub ((hz s).fun_mul (hs s))).congr_deriv
      (by ring)
  have hB : ∀ s, HasDerivAt
      (fun r => Ω * y r * Real.sin (Ω * r) + z r * Real.cos (Ω * r)) 0 s := fun s =>
    ((((hy s).const_mul Ω).fun_mul (hs s)).fun_add ((hz s).fun_mul (hc s))).congr_deriv
      (by ring)
  have a := is_const_of_deriv_eq_zero (fun s => (hA s).differentiableAt)
    (fun s => (hA s).deriv) t 0
  have b := is_const_of_deriv_eq_zero (fun s => (hB s).differentiableAt)
    (fun s => (hB s).deriv) t 0
  simp only [mul_zero, Real.cos_zero, Real.sin_zero, mul_one, sub_zero, zero_add] at a b
  have key : Ω * y t = Ω * y 0 * Real.cos (Ω * t) + z 0 * Real.sin (Ω * t) := by
    linear_combination Real.cos (Ω * t) * a + Real.sin (Ω * t) * b
      - Ω * y t * Real.sin_sq_add_cos_sq (Ω * t)
  apply mul_left_cancel₀ hΩ
  rw [key]
  field_simp
```

For a general mode, the equations of motion are multiplied by $u_i$ and summed. The equation `e` moves the springs onto the pattern and uses its eigenvalue. The hypotheses require $w^2+g\mu$ to be the square of a nonzero real $\Omega$, so modes that drift or grow exponentially, as some can when $g$ is negative, are not described.

```lean
/-- If the pattern `u` is an eigenvector of the ring Laplacian with eigenvalue `-μ`, and
`w² + gμ = Ω²` with `Ω ≠ 0`, then along every trajectory its amplitude oscillates harmonically at
frequency `Ω`. -/
theorem mode_motion {w g μ Ω : ℝ} {x v : Fin P → ℝ → ℝ} (h : IsTrajectory w g x v)
    {u : Fin P → ℝ} (hu : ∀ i, ringLaplacian u i = -μ * u i)
    (hΩ : Ω ≠ 0) (hfreq : Ω ^ 2 = w ^ 2 + g * μ) (t : ℝ) :
    modeAmplitude u x t = modeAmplitude u x 0 * Real.cos (Ω * t)
      + modeAmplitude u v 0 / Ω * Real.sin (Ω * t) := by
  refine harmonic_solution hΩ (fun s => ?_) (fun s => ?_) t
  · exact HasDerivAt.fun_sum fun i _ => (h.velocity i s).const_mul (u i)
  · have hd := HasDerivAt.fun_sum (u := Finset.univ)
      fun i _ => (h.newton i s).const_mul (u i)
    refine hd.congr_deriv ?_
    -- project the forces on the pattern and let the springs act on the pattern instead
    have e : ∑ i, u i * ringLaplacian (fun j => x j s) i = -μ * ∑ i, u i * x i s := by
      rw [ringLaplacian_symmetric, Finset.mul_sum]
      exact Finset.sum_congr rfl fun i _ => by rw [hu i]; ring
    calc ∑ i, u i * (-w ^ 2 * x i s + g * ringLaplacian (fun j => x j s) i)
        = -w ^ 2 * ∑ i, u i * x i s
          + g * ∑ i, u i * ringLaplacian (fun j => x j s) i := by
          rw [Finset.mul_sum, Finset.mul_sum, ← Finset.sum_add_distrib]
          exact Finset.sum_congr rfl fun i _ => by ring
      _ = -Ω ^ 2 * modeAmplitude u x s := by
          rw [e, hfreq, modeAmplitude]
          ring
```

The centroid is now identified with the amplitude of the pattern with weight $1/P$ on every bead. A uniform pattern of unit length would have weights $1/\sqrt P$, so the centroid is that normalised amplitude divided by $\sqrt P$.

```lean
omit [NeZero P] in
/-- The centroid is the amplitude of the uniform pattern with weight `1/P` on each bead. -/
theorem centroid_eq_modeAmplitude (x : Fin P → ℝ → ℝ) (t : ℝ) :
    centroid x t = modeAmplitude (fun _ => (P : ℝ)⁻¹) x t := by
  simp only [centroid, modeAmplitude, ← Finset.mul_sum]
  ring
```

The main theorem says that for every trajectory, every real `g` and every `w ≠ 0`, the centroid at time `t` is given by the formula above. The proof applies `mode_motion` with `μ := 0`. A free ring polymer, with $w=0$, is excluded because the formula divides by $w$.

```lean
/-- In a harmonic well of frequency `w ≠ 0` the ring-polymer centroid moves as a single
classical oscillator of frequency `w`, whatever the spring strength `g`. -/
theorem centroid_motion {w g : ℝ} {x v : Fin P → ℝ → ℝ} (h : IsTrajectory w g x v)
    (hw : w ≠ 0) (t : ℝ) :
    centroid x t = centroid x 0 * Real.cos (w * t)
      + centroid v 0 / w * Real.sin (w * t) := by
  simp only [centroid_eq_modeAmplitude]
  -- the uniform pattern does not stretch any spring
  exact mode_motion h (μ := 0) (fun i => by simp only [ringLaplacian]; ring) hw (by ring) t
```

## Correlations over an ensemble

Multiplying the centroid formula by $c(0)$ and averaging over initial conditions gives

$$\langle c(0)c(t)\rangle=\cos(wt)\,\langle c(0)^2\rangle+\frac{\sin(wt)}{w}\,\langle c(0)c'(0)\rangle .$$

In the theorem, `S` labels the trajectories and the measure `ρ` weights them; a probability measure makes the integrals averages. The hypothesis `h0` removes the second term. It stands for the thermal situation in which velocities are drawn with zero mean, independently of positions. The hypotheses `hxx` and `hxv` require the two initial moments to be finite. The proof rewrites the integrand as in the display and integrates term by term.

```lean
/-- For an ensemble of trajectories in a well of frequency `w ≠ 0`, if the product of the initial
centroid position and velocity averages to zero and the initial moments are finite, the centroid
position autocorrelation is its initial value times `cos (w t)`. -/
theorem centroid_autocorrelation {S : Type*} [MeasurableSpace S] (ρ : Measure S)
    {w g : ℝ} (hw : w ≠ 0) {x v : S → Fin P → ℝ → ℝ}
    (h : ∀ s, IsTrajectory w g (x s) (v s))
    (hxx : Integrable (fun s => centroid (x s) 0 ^ 2) ρ)
    (hxv : Integrable (fun s => centroid (x s) 0 * centroid (v s) 0) ρ)
    (h0 : ∫ s, centroid (x s) 0 * centroid (v s) 0 ∂ρ = 0) (t : ℝ) :
    ∫ s, centroid (x s) 0 * centroid (x s) t ∂ρ
      = Real.cos (w * t) * ∫ s, centroid (x s) 0 ^ 2 ∂ρ := by
  have e : ∀ s, centroid (x s) 0 * centroid (x s) t
      = Real.cos (w * t) * centroid (x s) 0 ^ 2
        + Real.sin (w * t) / w * (centroid (x s) 0 * centroid (v s) 0) := by
    intro s
    rw [centroid_motion (h s) hw t]
    ring
  simp only [e]
  rw [integral_add (hxx.const_mul _) (hxv.const_mul _), integral_const_mul,
    integral_const_mul, h0]
  ring
```

For a quantum particle in a one-dimensional harmonic well, the Kubo-transformed position autocorrelation is also its initial value times $\cos(wt)$, and the ring polymer reproduces that initial value for every $P$ when its beads, each with the physical mass, are sampled from the Boltzmann distribution at temperature $PT$, as ring-polymer molecular dynamics prescribes; this is why ring-polymer dynamics is exact there for Kubo-transformed correlations of operators linear in position. The quantum half of that comparison is textbook theory and is not formalised here. Anharmonic wells, where the external force on the centroid is in general no longer a function of the centroid alone, are not covered either.

## Internal modes do feel the springs

The independence from $g$ belongs to the centroid and not to the whole chain. If $Lu=-\mu u$ and $\Omega^2=w^2+g\mu$, the motion $x_i(t)=u_i\cos\Omega t$ solves the bead equations, because both sides of Newton's equation equal $-\Omega^2u_i\cos\Omega t$. The theorem checks the velocity and then the acceleration; its final `linear_combination` inserts the frequency relation and the eigenvalue equation.

```lean
/-- An eigenvector `u` of the ring Laplacian with eigenvalue `-μ` gives a standing wave of the
ring polymer, with frequency `Ω` set by `Ω² = w² + gμ`. -/
theorem standingWave_isTrajectory {w g μ Ω : ℝ} {u : Fin P → ℝ}
    (hu : ∀ i, ringLaplacian u i = -μ * u i) (hfreq : Ω ^ 2 = w ^ 2 + g * μ) :
    IsTrajectory w g (fun i t => u i * Real.cos (Ω * t))
      (fun i t => -(Ω * u i) * Real.sin (Ω * t)) where
  velocity i t := by
    have hc := ((hasDerivAt_id' t).const_mul Ω).cos.const_mul (u i)
    refine hc.congr_deriv ?_
    show u i * (-Real.sin (Ω * t) * (Ω * 1)) = -(Ω * u i) * Real.sin (Ω * t)
    ring
  newton i t := by
    have hs := ((hasDerivAt_id' t).const_mul Ω).sin.const_mul (-(Ω * u i))
    refine hs.congr_deriv ?_
    have hi := hu i
    simp only [ringLaplacian] at hi ⊢
    linear_combination (-(u i * Real.cos (Ω * t))) * hfreq - g * Real.cos (Ω * t) * hi
```

Four beads give a concrete case. In the pattern $(1,-1,1,-1)$ both neighbours of a bead have the opposite sign, so $(Lu)_i=-4u_i$ and $\mu=4$. The normalised pattern is $\tfrac12(1,-1,1,-1)$, with the same eigenvalue. Its standing wave has $\Omega^2=w^2+4g$ whenever the right-hand side is not negative, while the centroid stays at rest at the origin. The proof evaluates the second difference at each of the four beads.

```lean
/-- On a ring of four beads the alternating pattern is an eigenvector of the ring Laplacian
with eigenvalue `-4`. -/
theorem alternating_mode_witness (i : Fin 4) :
    ringLaplacian (![1, -1, 1, -1] : Fin 4 → ℝ) i
      = -4 * (![1, -1, 1, -1] : Fin 4 → ℝ) i := by
  fin_cases i
  · show (-1 : ℝ) - 2 * 1 + -1 = -4 * 1
    norm_num
  · show (1 : ℝ) - 2 * -1 + 1 = -4 * -1
    norm_num
  · show (-1 : ℝ) - 2 * 1 + -1 = -4 * 1
    norm_num
  · show (1 : ℝ) - 2 * -1 + 1 = -4 * -1
    norm_num

end

end RingPolymer
```

```lean
#print axioms RingPolymer.centroid_motion
#print axioms RingPolymer.centroid_autocorrelation
#print axioms RingPolymer.standingWave_isTrajectory
```

```
'RingPolymer.centroid_motion' depends on axioms: [propext, Classical.choice, Quot.sound]
'RingPolymer.centroid_autocorrelation' depends on axioms: [propext, Classical.choice, Quot.sound]
'RingPolymer.standingWave_isTrajectory' depends on axioms: [propext, Classical.choice, Quot.sound]
```
